# In a zero-temperature Dirac-cone model of graphene behind a Helmholtz layer, the Fermi-level share of the voltage falls strictly from 1 towards 0

## Charge, voltage and their zero points

Let $E$ be the electron energy measured from the Dirac point of graphene, and let $u=\hbar v$ be the reduced Planck constant times the Fermi velocity $v$. With spin and valley degeneracy included, the density of states per area and energy is

$$D(E)=\frac{2|E|}{\pi u^2}.$$

Let $e>0$ be the elementary charge. The Fermi-level shift is expressed as a potential $x$, so that the Fermi energy moves from $0$ to $ex$. Positive $x$ means that electrons have been added, and $\sigma(x)$ denotes the magnitude of their charge per area. The sheet faces a Helmholtz layer with capacitance $C>0$ per area. The total voltage $V$ is counted from the neutral state, with the sign that makes it positive when $x$ is positive.

The constant $C$ stands for a compact layer of counter-charge at a fixed distance, whose response does not depend on the voltage. The electrons are non-interacting and at zero temperature, and they fill a rigid cone. Within this model the series voltage is

$$V=x+\frac{\sigma(x)}{C}.$$

The claim is that each $V>0$ determines exactly one $x>0$, and that the share $x/V$ decreases strictly with $V$, with limit $1$ as $V\to0^+$ and limit $0$ as $V\to\infty$. For a graphene electrode held at a fixed potential, this estimates how the voltage counted from neutrality divides between band filling and the double layer, as long as the zero-temperature filling, the rigid cone and the constant capacitance are acceptable approximations.

## From the filled cone to the voltage share

For $x\ge0$ the filled energies are nonnegative, so $|E|=E$ and

$$\sigma(x)=e\int_0^{ex}\frac{2E}{\pi u^2}\,dE=\frac{e^3x^2}{\pi u^2}.$$

The voltage is therefore

$$V=x+ax^2,\qquad a=\frac{e^3}{\pi u^2C}.$$

The coefficient $a$ is an inverse voltage, and $aV$ is dimensionless.

Suppose that $x>0$ solves this equation. Multiplying by $4a$ and adding $1$ gives

$$1+4aV=1+4ax+4a^2x^2=(1+2ax)^2.$$

Write $s=\sqrt{1+4aV}$. Since $1+2ax$ is positive, $s=1+2ax$, and hence $x=(s-1)/(2a)$. The identity $(s-1)(s+1)=4aV$ turns this into

$$x=\frac{2V}{1+s}.$$

So there is at most one positive solution. Conversely, this $x$ is positive and satisfies $2ax=4aV/(1+s)=s-1$. Squaring $1+2ax=s$ gives $1+4ax+4a^2x^2=1+4aV$, and division by $4a$ recovers $V=x+ax^2$.

The share is now explicit:

$$\frac{x}{V}=\frac{2}{1+\sqrt{1+4aV}}.$$

As $V$ grows, the square root grows strictly, so the share falls strictly. As $V\to0^+$ the denominator tends to $2$ and the share to $1$. As $V\to\infty$ the denominator grows without bound and the share tends to $0$.

For the differential response, the quotient rule with $ds/dV=2a/s$ and $4aV=s^2-1$ gives

$$\frac{dx}{dV}=\frac{2(1+s)-4aV/s}{(1+s)^2}=\frac{(1+s)^2/s}{(1+s)^2}=\frac1s=\frac1{1+2ax}.$$

This is a capacitive divider. The quantum capacitance is $C_q=d\sigma/dx=2aCx$, so the slope equals $C/(C+C_q)$.

The two parts of the voltage are equal when $2/(1+s)=1/2$, which means $s=3$, or $aV=2$. The shift is then $x=1/a$.

The limit $C\to\infty$ at fixed $V$ is a useful check. Then $a\to0$, the drop in the layer disappears, and $x\to V$. At $a=0$ itself the share is $1$ at every voltage, so neither the strict decrease nor the limit $0$ survives there.

## The cell as real-valued functions

All quantities in the Lean file are real numbers, and the choice of consistent units is left to the reader. The first definition is the density of states $D(E)$, with the parameter `u` in the role of $\hbar v$.

```lean
import Mathlib

open Filter Topology

namespace GrapheneHelmholtz

noncomputable section

/-- Density of states of graphene per area and energy, spin and valley included, at energy `E`
from the Dirac point; `u ≠ 0` is the reduced Planck constant times the Fermi velocity. -/
def diracDOS (u E : ℝ) : ℝ := 2 * |E| / (Real.pi * u ^ 2)
```

The charge is the interval integral of this density from neutrality to `e * x`. For negative `x` the oriented integral is negative, so the value is positive for added electrons and negative for holes, opposite to the sign of the sheet's actual charge.

```lean
/-- Charge per area, counted as positive for added electrons, when the Fermi level is shifted by the
potential `x` from neutrality; `e` is the elementary charge and `u ≠ 0`. -/
def sheetCharge (e u x : ℝ) : ℝ := e * ∫ E in (0 : ℝ)..(e * x), diracDOS u E
```

The series connection adds the drop `sheetCharge e u x / C` to the shift `x`. This is where the constant Helmholtz capacitance enters as an assumption.

```lean
/-- Voltage across graphene in series with a Helmholtz layer of capacitance `C` per area:
the Fermi-level shift plus the drop in the layer, for `u ≠ 0` and `C ≠ 0`. -/
def cellVoltage (e u C x : ℝ) : ℝ := x + sheetCharge e u x / C
```

The next two definitions name the coefficient $a$ and the closed form $2V/(1+s)$. The latter is only a candidate until it has been shown to solve the equation.

```lean
/-- The coefficient `a` of the voltage drop `a x ^ 2` in the Helmholtz layer at a shift `x ≥ 0`, for
`e > 0`, `u ≠ 0` and `C ≠ 0`. -/
def dropCoeff (e u C : ℝ) : ℝ := e ^ 3 / (Real.pi * u ^ 2 * C)

/-- The Fermi-level shift at voltage `V` in closed form, for `a ≥ 0` and `V ≥ 0`. -/
def fermiShift (a V : ℝ) : ℝ := 2 * V / (1 + Real.sqrt (1 + 4 * a * V))
```

## The quadratic law from the charge integral

The theorem `cellVoltage_eq` states that the voltage of the cell is $x+ax^2$ for every $x\ge0$. The quadratic term is thus derived from the density of states. The hypotheses `he` and `hx` ensure that the interval of integration runs upwards from zero, where the absolute value can be removed. This is the step `h`, after which `integral_id` evaluates $\int E\,dE$ and `ring` collects the constants. The identity needs no condition on `u` and `C`, because Lean's division by zero affects both sides alike, but it has its physical meaning only when both are nonzero.

```lean
/-- For `e > 0`, filling the Dirac cone up to a nonnegative shift `x` gives a cell voltage
`x + a x ^ 2`, with `a` the drop coefficient. -/
theorem cellVoltage_eq {e x : ℝ} (u C : ℝ) (he : 0 < e) (hx : 0 ≤ x) :
    cellVoltage e u C x = x + dropCoeff e u C * x ^ 2 := by
  have hex : 0 ≤ e * x := by positivity
  -- on the filled interval the energy is nonnegative
  have h : ∫ E in (0 : ℝ)..(e * x), diracDOS u E
      = ∫ E in (0 : ℝ)..(e * x), (2 / (Real.pi * u ^ 2)) * E := by
    apply intervalIntegral.integral_congr
    intro E hE
    rw [Set.uIcc_of_le hex] at hE
    simp only [diracDOS, abs_of_nonneg hE.1]
    ring
  unfold cellVoltage sheetCharge dropCoeff
  rw [h, intervalIntegral.integral_const_mul, integral_id]
  ring
```

## One positive root

The lemma `sqrt_eq` is the relation $s=1+2ax$ for the closed form. Its intermediate statement `key` is $4aV/(1+s)=s-1$, obtained by clearing the denominator and using $s^2=1+4aV$. The tactic `linear_combination` verifies such a step by reducing it to a polynomial identity, given the multiples of known equations to be used.

```lean
/-- The square root in the closed form equals `1 + 2 a x`, with `x = fermiShift a V`, whenever
`1 + 4 a V ≥ 0`. -/
theorem sqrt_eq {a V : ℝ} (h : 0 ≤ 1 + 4 * a * V) :
    Real.sqrt (1 + 4 * a * V) = 1 + 2 * a * fermiShift a V := by
  have hs := Real.sq_sqrt h
  have hne : 1 + Real.sqrt (1 + 4 * a * V) ≠ 0 := by positivity
  have key : 4 * a * V / (1 + Real.sqrt (1 + 4 * a * V))
      = Real.sqrt (1 + 4 * a * V) - 1 := by
    rw [div_eq_iff hne]
    linear_combination -hs
  unfold fermiShift
  linear_combination -key
```

The equivalence `solution_iff` contains both halves of the argument. From left to right, a positive solution makes $1+4aV$ a perfect square, and the closed form reduces to `x`. From right to left, the squared relation from `sqrt_eq` gives the equation multiplied by $4a$, and `mul_left_cancel₀` removes that factor. Positivity of `x` is part of the statement because the quadratic also has a negative root.

```lean
/-- For `a > 0` and `V > 0`, the closed form is the one and only positive solution of
`V = x + a x ^ 2`. -/
theorem solution_iff {a V x : ℝ} (ha : 0 < a) (hV : 0 < V) :
    (0 < x ∧ V = x + a * x ^ 2) ↔ x = fermiShift a V := by
  constructor
  · rintro ⟨hx, h⟩
    -- the discriminant is a perfect square
    have hd : 1 + 4 * a * V = (1 + 2 * a * x) ^ 2 := by linear_combination 4 * a * h
    unfold fermiShift
    rw [hd, Real.sqrt_sq (by positivity), eq_div_iff (by positivity)]
    linear_combination -2 * h
  · rintro rfl
    refine ⟨by unfold fermiShift; positivity, ?_⟩
    have hp : 0 ≤ 1 + 4 * a * V := by positivity
    have hs := Real.sq_sqrt hp
    rw [sqrt_eq hp] at hs
    have h4 : 4 * a ≠ 0 := by positivity
    apply mul_left_cancel₀ h4
    linear_combination -hs
```

Dividing the closed form by $V$ then gives the formula for the share.

```lean
/-- At `V > 0` the ratio `fermiShift a V / V` is `2 / (1 + √(1 + 4 a V))`. -/
theorem share_eq (a : ℝ) {V : ℝ} (hV : 0 < V) :
    fermiShift a V / V = 2 / (1 + Real.sqrt (1 + 4 * a * V)) := by
  unfold fermiShift
  rw [div_div, mul_div_mul_right _ _ hV.ne']
```

## Monotonicity and the two limits

The theorem `voltage_share` has two parts. The first says that for each `V > 0` there is exactly one real `x` that is positive and solves the equation; `∃!` expresses existence together with uniqueness. The second takes any function `x : ℝ → ℝ` whose values at positive voltages are positive solutions, and draws three conclusions about `x V / V`. `StrictAntiOn` on `Set.Ioi 0` is strict decrease on the positive half-line. The filter `𝓝[>] 0` expresses the approach to zero from the right, and `atTop` expresses growth to infinity. What the function does at zero or negative voltage plays no role.

In the proof, `key` replaces the share by $2/(1+s)$. For monotonicity, `Real.sqrt_lt_sqrt` orders the two square roots, and `div_lt_div_of_pos_left` reverses the order for the quotients. The limit at zero comes from continuity of the closed form, whose value there is $1$. The limit at infinity follows from the divergence of the denominator, built up from `4 * a * V` through the square root. In both cases `congr'` carries the limit from the formula back to `x V / V`, since the two agree at positive voltages.

```lean
/-- For `a > 0`, `V = x + a x ^ 2` has a unique positive solution at each `V > 0`. Its share
`x / V` strictly decreases with `V > 0`, from the limit 1 at `V → 0⁺` to the limit 0 at
`V → ∞`. -/
theorem voltage_share {a : ℝ} (ha : 0 < a) :
    (∀ V > 0, ∃! x : ℝ, 0 < x ∧ V = x + a * x ^ 2) ∧
    ∀ x : ℝ → ℝ, (∀ V > 0, 0 < x V ∧ V = x V + a * x V ^ 2) →
      StrictAntiOn (fun V => x V / V) (Set.Ioi 0) ∧
      Tendsto (fun V => x V / V) (𝓝[>] 0) (𝓝 1) ∧
      Tendsto (fun V => x V / V) atTop (𝓝 0) := by
  refine ⟨fun V hV => ⟨fermiShift a V, (solution_iff ha hV).2 rfl,
    fun y hy => (solution_iff ha hV).1 hy⟩, fun x hx => ?_⟩
  have key : ∀ V > 0, x V / V = 2 / (1 + Real.sqrt (1 + 4 * a * V)) := by
    intro V hV
    rw [(solution_iff ha hV).1 (hx V hV), share_eq a hV]
  refine ⟨?_, ?_, ?_⟩
  · intro V hV W hW hVW
    have hV' : 0 < V := hV
    show x W / W < x V / V
    rw [key V hV, key W hW]
    have hlt : Real.sqrt (1 + 4 * a * V) < Real.sqrt (1 + 4 * a * W) :=
      Real.sqrt_lt_sqrt (by positivity) (by gcongr)
    exact div_lt_div_of_pos_left two_pos (by positivity) (by linarith)
  · -- the closed form of the share is continuous at zero voltage
    have hc : Continuous (fun V : ℝ => 2 / (1 + Real.sqrt (1 + 4 * a * V))) :=
      continuous_const.div (by fun_prop)
        (fun V => (add_pos_of_pos_of_nonneg one_pos (Real.sqrt_nonneg _)).ne')
    have h0 := hc.tendsto 0
    have e0 : 2 / (1 + Real.sqrt (1 + 4 * a * 0)) = 1 := by norm_num
    simp only [e0] at h0
    refine (h0.mono_left nhdsWithin_le_nhds).congr' ?_
    filter_upwards [self_mem_nhdsWithin] with V hV
    exact (key V hV).symm
  · -- the denominator grows without bound
    have h4 : 0 < 4 * a := by positivity
    have h1 : Tendsto (fun V : ℝ => 1 + 4 * a * V) atTop atTop :=
      tendsto_atTop_add_const_left atTop 1 (tendsto_id.const_mul_atTop h4)
    have h2 : Tendsto (fun V : ℝ => 1 + Real.sqrt (1 + 4 * a * V)) atTop atTop :=
      tendsto_atTop_add_const_left atTop 1 (Real.tendsto_sqrt_atTop.comp h1)
    refine (h2.const_div_atTop 2).congr' ?_
    filter_upwards [eventually_gt_atTop 0] with V hV
    exact (key V hV).symm
```

The same conclusions hold for the cell with its physical constants. In `graphene_voltage_share` the equation is `cellVoltage e u C x = V`, and the hypotheses are that `e`, `u` and `C` are positive. The proof first shows that `dropCoeff e u C` is positive, then uses `cellVoltage_eq` to pass between the cell and the quadratic equation. This passage is valid because every solution considered is positive.

```lean
/-- For positive `e`, `u` and `C`, each cell voltage `V > 0` belongs to exactly one positive
Fermi-level shift `x`. The share `x / V` strictly decreases with `V > 0`, from the limit 1 at
`V → 0⁺` to the limit 0 at `V → ∞`. -/
theorem graphene_voltage_share {e u C : ℝ} (he : 0 < e) (hu : 0 < u) (hC : 0 < C) :
    (∀ V > 0, ∃! x : ℝ, 0 < x ∧ cellVoltage e u C x = V) ∧
    ∀ x : ℝ → ℝ, (∀ V > 0, 0 < x V ∧ cellVoltage e u C (x V) = V) →
      StrictAntiOn (fun V => x V / V) (Set.Ioi 0) ∧
      Tendsto (fun V => x V / V) (𝓝[>] 0) (𝓝 1) ∧
      Tendsto (fun V => x V / V) atTop (𝓝 0) := by
  have ha : 0 < dropCoeff e u C := by unfold dropCoeff; positivity
  obtain ⟨hex, hlaw⟩ := voltage_share ha
  constructor
  · intro V hV
    obtain ⟨x, ⟨hx, h⟩, huniq⟩ := hex V hV
    exact ⟨x, ⟨hx, (cellVoltage_eq u C he hx.le).trans h.symm⟩,
      fun y ⟨hy, hy'⟩ => huniq y ⟨hy, hy'.symm.trans (cellVoltage_eq u C he hy.le)⟩⟩
  · intro x hx
    exact hlaw x fun V hV =>
      ⟨(hx V hV).1, (hx V hV).2.symm.trans (cellVoltage_eq u C he (hx V hV).1.le)⟩
```

The theorem concerns the model cell only. Thermal broadening, a diffuse layer, a voltage-dependent capacitance, and the departure of real bands from a cone at large doping would each change the relation between charge and voltage. In particular, at nonzero temperature the quantum capacitance at neutrality is positive, so the share tends to a value below $1$ as $V\to0^+$.

## The differential divider and the point of equal sharing

The theorem `differential_share` says that `fermiShift a` has the derivative $1/(1+2ax)$ at every $V>0$, where $x$ is the shift at that voltage. `HasDerivAt` includes the differentiability of the function. The proof differentiates $1+4aV$, then the square root, then the quotient, as in the derivation above. Rewriting with `sqrt_eq` turns the target into $1/s$. After cross-multiplication, the relation $s^2=1+4aV$ closes the calculation. The reading as a capacitive divider comes from identifying $2aCx$ with the quantum capacitance.

```lean
/-- For `a > 0` and `V > 0`, the Fermi-level shift `x` responds to a small change of
voltage with the slope `1 / (1 + 2 a x)`. -/
theorem differential_share {a V : ℝ} (ha : 0 < a) (hV : 0 < V) :
    HasDerivAt (fermiShift a) (1 / (1 + 2 * a * fermiShift a V)) V := by
  have hp : 0 < 1 + 4 * a * V := by positivity
  have hs : 0 < Real.sqrt (1 + 4 * a * V) := Real.sqrt_pos.2 hp
  have hne : 1 + Real.sqrt (1 + 4 * a * V) ≠ 0 := by positivity
  have h1 : HasDerivAt (fun W : ℝ => 1 + 4 * a * W) (4 * a) V :=
    (((hasDerivAt_id' V).const_mul (4 * a)).const_add 1).congr_deriv (mul_one _)
  have h2 := (h1.sqrt hp.ne').const_add 1
  have h3 : HasDerivAt (fermiShift a) _ V :=
    ((hasDerivAt_id' V).const_mul 2).fun_div h2 hne
  refine h3.congr_deriv ?_
  -- eliminate the voltage in favour of the square root
  rw [← sqrt_eq hp.le, div_eq_div_iff (pow_ne_zero 2 hne) hs.ne']
  have hq := div_mul_cancel₀ (4 * a * V) hs.ne'
  have hsq := Real.sq_sqrt hp.le
  linear_combination hsq - hq
```

Finally, `half_share_iff` characterises equal sharing. If the share is one half, the denominator $1+s$ equals $4$, so $s=3$, and squaring gives $aV=2$. In the other direction, $aV=2$ makes the radicand $3^2$, and the share evaluates to $1/2$. At this voltage the differential share is already down to $1/3$, because $x=1/a$ makes the slope $1/(1+2)$.

```lean
/-- For `a > 0` and `V > 0`, the Fermi-level shift takes exactly half of the voltage if and
only if `a V = 2`. -/
theorem half_share_iff {a V : ℝ} (ha : 0 < a) (hV : 0 < V) :
    fermiShift a V / V = 1 / 2 ↔ a * V = 2 := by
  have hp : 0 ≤ 1 + 4 * a * V := by positivity
  have hne : 1 + Real.sqrt (1 + 4 * a * V) ≠ 0 := by positivity
  rw [share_eq a hV, div_eq_div_iff hne two_ne_zero]
  constructor
  · intro h
    have h3 : Real.sqrt (1 + 4 * a * V) = 3 := by linarith
    have hsq := Real.sq_sqrt hp
    rw [h3] at hsq
    linarith
  · intro h
    have h9 : 1 + 4 * a * V = 3 ^ 2 := by linear_combination 4 * h
    rw [h9, Real.sqrt_sq (by norm_num)]
    norm_num

end

end GrapheneHelmholtz
```

```lean
#print axioms GrapheneHelmholtz.graphene_voltage_share
#print axioms GrapheneHelmholtz.differential_share
#print axioms GrapheneHelmholtz.half_share_iff
```

```
'GrapheneHelmholtz.graphene_voltage_share' depends on axioms: [propext, Classical.choice, Quot.sound]
'GrapheneHelmholtz.differential_share' depends on axioms: [propext, Classical.choice, Quot.sound]
'GrapheneHelmholtz.half_share_iff' depends on axioms: [propext, Classical.choice, Quot.sound]
```
